# Every isotropic linear map on real 3×3 tensors is $aT+bT^\top+c\,\mathrm{tr}(T)\,1$ with unique real $a,b,c$

Q: A linear operation $L$ turns a tensor $T$, such as a nuclear shielding tensor, into another tensor, and no direction in space is preferred. Which $L$ are possible, and what do "rotation" and "isotropic" mean here?

A: $T$ is the real 3×3 array of Cartesian components, with indices 0, 1, 2 for x, y, z. A rotation satisfies $RR^\top=1$ and $\det R=1$. Isotropic means $L(RTR^\top)=R\,L(T)\,R^\top$ for all rotations $R$ and all $T$.

```lean
import Mathlib

open Matrix

namespace IsotropicTensorMaps

noncomputable section

local notation "M3" => Matrix (Fin 3) (Fin 3) ℝ

/-- A rotation is a real orthogonal matrix of determinant one. -/
def IsRotation {n : ℕ} (R : Matrix (Fin n) (Fin n) ℝ) : Prop :=
  R * Rᵀ = 1 ∧ R.det = 1

/-- A linear map on second-rank tensors is isotropic if rotating the input tensor
rotates the output tensor in the same way. -/
def IsIsotropic {n : ℕ}
    (L : Matrix (Fin n) (Fin n) ℝ →ₗ[ℝ] Matrix (Fin n) (Fin n) ℝ) : Prop :=
  ∀ R, IsRotation R → ∀ T, L (R * T * Rᵀ) = R * L T * Rᵀ
```

Q: Does this rotate the sample or the axes?

A: Either. The two conventions exchange $R$ and $R^\top$, and the condition covers all rotations.

The other definitions are the candidate map, the dyads $D_{ij}=e_ie_j^\top$ of the unit vectors $e_i$, and turns about x and z. In the turns, `c` and `s` stand for cosine and sine; this `c` is not the trace coefficient.

```lean
/-- The map sending `T` to `a T + b Tᵀ + c tr(T) 1`. -/
def isotropicMap (a b c : ℝ) : M3 →ₗ[ℝ] M3 where
  toFun T := a • T + b • Tᵀ + (c * T.trace) • (1 : M3)
  map_add' S T := by
    simp only [Matrix.transpose_add, Matrix.trace_add]
    module
  map_smul' r T := by
    simp only [Matrix.transpose_smul, Matrix.trace_smul, smul_eq_mul, RingHom.id_apply]
    module

/-- The dyad of the Cartesian unit vectors `i` and `j`. -/
def dyad (i j : Fin 3) : M3 := Matrix.of fun k l => if k = i ∧ l = j then 1 else 0

/-- The matrix of a turn about the x axis, with `c` and `s` in the places of the
cosine and sine of the angle. -/
def rotX (c s : ℝ) : M3 := !![1, 0, 0; 0, c, -s; 0, s, c]

/-- The matrix of a turn about the z axis, with `c` and `s` in the places of the
cosine and sine of the angle. -/
def rotZ (c s : ℝ) : M3 := !![c, -s, 0; s, c, 0; 0, 0, 1]
```

Q: Derive the result without Lean first.

A: Use $RD_{ij}R^\top=(Re_i)(Re_j)^\top$.

1. Let $X=L(D_{00})$. Half turns about x and z leave $D_{00}$ unchanged, so they leave $X$ unchanged. The first reverses $X_{01},X_{02},X_{10},X_{20}$ and the second reverses $X_{12},X_{21}$, so all six vanish. A quarter turn about x gives $X_{11}=X_{22}$. Hence $L(D_{00})=p\,D_{00}+q\,1$, with $q=X_{11}$ and $p=X_{00}-X_{11}$.

2. Let $Y=L(D_{01})$. The half turn about x reverses $D_{01}$ but preserves diagonal entries, so $Y$ has zero diagonal. The half turn about z preserves $D_{01}$ but reverses $Y_{02},Y_{12},Y_{20},Y_{21}$, so these vanish. Hence $L(D_{01})=a\,D_{01}+b\,D_{10}$.

3. A quarter turn about z sends $D_{01}$ to $-D_{10}$, $D_{10}$ to $-D_{01}$ and $D_{00}$ to $D_{11}$. So $L(D_{10})=a\,D_{10}+b\,D_{01}$ and $L(D_{11})=p\,D_{11}+q\,1$. Now turn about z with cosine 3/5 and sine 4/5:
$$RD_{00}R^\top=\tfrac{9}{25}D_{00}+\tfrac{12}{25}(D_{01}+D_{10})+\tfrac{16}{25}D_{11}.$$
The 01 entry of $L(RD_{00}R^\top)$ is $\tfrac{12}{25}(a+b)$; that of $R\,L(D_{00})R^\top$ is $\tfrac{12}{25}p$. So $p=a+b$.

4. With $c=q$, the candidate map agrees with $L$ on $D_{00}$ and $D_{01}$. It is isotropic, because transposition commutes with $T\mapsto RTR^\top$ and the trace is invariant. The difference is therefore isotropic and vanishes on both dyads. Quarter turns carry these to all nine dyads up to sign, so it vanishes everywhere.

5. For uniqueness, $a$ and $b$ are the 01 and 10 entries of $L(D_{01})$, and $c$ is the 11 entry of $L(D_{00})$.

Q: What exactly does the formal theorem say?

A: `isotropic_classification` takes a real-linear `L` and the hypothesis `IsIsotropic L`. Its `∃!` says that exactly one triple `p` gives the formula for every `T`; `p.1`, `p.2.1`, `p.2.2` are $a,b,c$, so this `p` is not the number in step 1. Uniqueness uses nonsymmetric $T$: on symmetric tensors $a$ and $b$ enter only through $a+b$. That a given physical operation is linear and has no preferred direction is a physical input.

Q: And how do the lemmas match your steps?

A: The first two verify the rotations and the dyad rule entry by entry; the third is the isotropy of the candidate.

```lean
/-- If `c² + s² = 1`, the turns about the x axis and the z axis are rotations. -/
theorem axis_turns {c s : ℝ} (h : c ^ 2 + s ^ 2 = 1) :
    IsRotation (rotX c s) ∧ IsRotation (rotZ c s) := by
  refine ⟨⟨?_, ?_⟩, ⟨?_, ?_⟩⟩
  · ext i j
    fin_cases i <;> fin_cases j <;>
      simp [rotX, Matrix.mul_apply, Fin.sum_univ_three] <;> linarith
  · simp [rotX, Matrix.det_fin_three]
    linarith
  · ext i j
    fin_cases i <;> fin_cases j <;>
      simp [rotZ, Matrix.mul_apply, Fin.sum_univ_three] <;> linarith
  · simp [rotZ, Matrix.det_fin_three]
    linarith

/-- Multiplying a dyad by `R` on the left and by `Rᵀ` on the right gives the dyad of the
corresponding columns of `R`, written here entry by entry. -/
theorem conj_dyad (R : M3) (i j k l : Fin 3) :
    (R * dyad i j * Rᵀ) k l = R k i * R l j := by
  fin_cases i <;> fin_cases j <;> simp [dyad, Matrix.mul_apply, Fin.sum_univ_three]

/-- Every map `a T + b Tᵀ + c tr(T) 1` is isotropic. -/
theorem isotropicMap_isIsotropic (a b c : ℝ) : IsIsotropic (isotropicMap a b c) := by
  intro R hR T
  have ht : (R * T * Rᵀ).trace = T.trace := by
    rw [Matrix.trace_mul_cycle, mul_eq_one_comm.mp hR.1, one_mul]
  change a • (R * T * Rᵀ) + b • (R * T * Rᵀ)ᵀ + (c * (R * T * Rᵀ).trace) • (1 : M3)
    = R * (a • T + b • Tᵀ + (c * T.trace) • (1 : M3)) * Rᵀ
  rw [ht]
  simp only [Matrix.transpose_mul, Matrix.transpose_transpose, Matrix.mul_add,
    Matrix.add_mul, Matrix.mul_smul, Matrix.smul_mul, Matrix.mul_one, hR.1,
    Matrix.mul_assoc]
```

Next comes the vanishing argument of step 4. Its helper `move` transfers a zero from one dyad to another, and `hT` expands $T$ in dyads.

```lean
/-- An isotropic linear map on real 3×3 tensors that vanishes on the dyads xx and xy vanishes on all
tensors. -/
theorem eq_zero_of_dyads {L : M3 →ₗ[ℝ] M3} (hL : IsIsotropic L)
    (h00 : L (dyad 0 0) = 0) (h01 : L (dyad 0 1) = 0) : L = 0 := by
  have move : ∀ (R : M3) (i j : Fin 3) (T : M3), IsRotation R → L (dyad i j) = 0 →
      (∀ k l, R k i * R l j = T k l) → L T = 0 := by
    intro R i j T hR h hT
    have e : R * dyad i j * Rᵀ = T := by
      ext k l
      rw [conj_dyad, hT]
    rw [← e, hL R hR, h, Matrix.mul_zero, Matrix.zero_mul]
  obtain ⟨hx, hz⟩ := axis_turns (c := 0) (s := 1) (by norm_num)
  -- quarter turns carry the two dyads to all the others, up to sign
  have h11 : L (dyad 1 1) = 0 := move _ 0 0 _ hz h00 (by
    intro k l; fin_cases k <;> fin_cases l <;> simp [rotZ, dyad])
  have h22 : L (dyad 2 2) = 0 := move _ 1 1 _ hx h11 (by
    intro k l; fin_cases k <;> fin_cases l <;> simp [rotX, dyad])
  have h10' : L (-dyad 1 0) = 0 := move _ 0 1 _ hz h01 (by
    intro k l; fin_cases k <;> fin_cases l <;> simp [rotZ, dyad])
  have h10 : L (dyad 1 0) = 0 := by rwa [map_neg, neg_eq_zero] at h10'
  have h02 : L (dyad 0 2) = 0 := move _ 0 1 _ hx h01 (by
    intro k l; fin_cases k <;> fin_cases l <;> simp [rotX, dyad])
  have h12 : L (dyad 1 2) = 0 := move _ 0 2 _ hz h02 (by
    intro k l; fin_cases k <;> fin_cases l <;> simp [rotZ, dyad])
  have h20 : L (dyad 2 0) = 0 := move _ 1 0 _ hx h10 (by
    intro k l; fin_cases k <;> fin_cases l <;> simp [rotX, dyad])
  have h21 : L (dyad 2 1) = 0 := move _ 2 0 _ hz h20 (by
    intro k l; fin_cases k <;> fin_cases l <;> simp [rotZ, dyad])
  refine LinearMap.ext fun T => ?_
  have hT : T = T 0 0 • dyad 0 0 + T 0 1 • dyad 0 1 + T 0 2 • dyad 0 2
      + T 1 0 • dyad 1 0 + T 1 1 • dyad 1 1 + T 1 2 • dyad 1 2
      + T 2 0 • dyad 2 0 + T 2 1 • dyad 2 1 + T 2 2 • dyad 2 2 := by
    ext k l
    fin_cases k <;> fin_cases l <;> simp [dyad]
  rw [hT]
  simp only [map_add, map_smul, h00, h01, h02, h10, h11, h12, h20, h21, h22,
    smul_zero, add_zero, LinearMap.zero_apply]
```

Steps 1 and 2 follow. `congrFun` extracts the matrix entries of the invariance conditions, and `linarith` finishes with the resulting equations.

```lean
/-- An isotropic linear map sends the dyad xx to a linear combination of itself and the unit tensor.
-/
theorem image_xx {L : M3 →ₗ[ℝ] M3} (hL : IsIsotropic L) :
    ∃ p q : ℝ, L (dyad 0 0) = p • dyad 0 0 + q • (1 : M3) := by
  obtain ⟨hx, hz⟩ := axis_turns (c := -1) (s := 0) (by norm_num)
  have hq := (axis_turns (c := 0) (s := 1) (by norm_num)).1
  have ex : rotX (-1) 0 * dyad 0 0 * (rotX (-1) 0)ᵀ = dyad 0 0 := by
    ext k l; rw [conj_dyad]; fin_cases k <;> fin_cases l <;> simp [rotX, dyad]
  have ez : rotZ (-1) 0 * dyad 0 0 * (rotZ (-1) 0)ᵀ = dyad 0 0 := by
    ext k l; rw [conj_dyad]; fin_cases k <;> fin_cases l <;> simp [rotZ, dyad]
  have eq : rotX 0 1 * dyad 0 0 * (rotX 0 1)ᵀ = dyad 0 0 := by
    ext k l; rw [conj_dyad]; fin_cases k <;> fin_cases l <;> simp [rotX, dyad]
  have fx := hL _ hx (dyad 0 0)
  have fz := hL _ hz (dyad 0 0)
  have fq := hL _ hq (dyad 0 0)
  rw [ex] at fx
  rw [ez] at fz
  rw [eq] at fq
  generalize L (dyad 0 0) = X at *
  -- half turns remove the off-diagonal entries, the quarter turn equates yy and zz
  have x01 := congrFun (congrFun fx 0) 1
  have x02 := congrFun (congrFun fx 0) 2
  have x10 := congrFun (congrFun fx 1) 0
  have x20 := congrFun (congrFun fx 2) 0
  have x12 := congrFun (congrFun fz 1) 2
  have x21 := congrFun (congrFun fz 2) 1
  have x11 := congrFun (congrFun fq 1) 1
  simp only [Matrix.mul_apply, Fin.sum_univ_three, Matrix.transpose_apply]
    at x01 x02 x10 x20 x12 x21 x11
  simp [rotX, rotZ] at x01 x02 x10 x20 x12 x21 x11
  refine ⟨X 0 0 - X 1 1, X 1 1, ?_⟩
  ext k l
  fin_cases k <;> fin_cases l <;> simp [dyad] <;> linarith

/-- An isotropic linear map sends the dyad xy to a linear combination of the dyads xy and yx. -/
theorem image_xy {L : M3 →ₗ[ℝ] M3} (hL : IsIsotropic L) :
    ∃ a b : ℝ, L (dyad 0 1) = a • dyad 0 1 + b • dyad 1 0 := by
  obtain ⟨hx, hz⟩ := axis_turns (c := -1) (s := 0) (by norm_num)
  have ex : rotX (-1) 0 * dyad 0 1 * (rotX (-1) 0)ᵀ = -dyad 0 1 := by
    ext k l; rw [conj_dyad]; fin_cases k <;> fin_cases l <;> simp [rotX, dyad]
  have ez : rotZ (-1) 0 * dyad 0 1 * (rotZ (-1) 0)ᵀ = dyad 0 1 := by
    ext k l; rw [conj_dyad]; fin_cases k <;> fin_cases l <;> simp [rotZ, dyad]
  have fx := hL _ hx (dyad 0 1)
  have fz := hL _ hz (dyad 0 1)
  rw [ex, map_neg] at fx
  rw [ez] at fz
  generalize L (dyad 0 1) = Y at *
  have y00 := congrFun (congrFun fx 0) 0
  have y11 := congrFun (congrFun fx 1) 1
  have y22 := congrFun (congrFun fx 2) 2
  have y02 := congrFun (congrFun fz 0) 2
  have y12 := congrFun (congrFun fz 1) 2
  have y20 := congrFun (congrFun fz 2) 0
  have y21 := congrFun (congrFun fz 2) 1
  simp only [Matrix.neg_apply, Matrix.mul_apply, Fin.sum_univ_three,
    Matrix.transpose_apply] at y00 y11 y22 y02 y12 y20 y21
  simp [rotX, rotZ] at y00 y11 y22 y02 y12 y20 y21
  refine ⟨Y 0 1, Y 1 0, ?_⟩
  ext k l
  fin_cases k <;> fin_cases l <;> simp [dyad] <;> linarith
```

In the main proof, `hp` is step 3, `h0` is step 4, and `h1`, `h2`, `h3` are the entries in step 5.

```lean
/-- Every isotropic linear map on real 3×3 tensors has the form
`L(T) = a T + b Tᵀ + c tr(T) 1` for exactly one triple `(a, b, c)` of real numbers. -/
theorem isotropic_classification {L : M3 →ₗ[ℝ] M3} (hL : IsIsotropic L) :
    ∃! p : ℝ × ℝ × ℝ, ∀ T : M3,
      L T = p.1 • T + p.2.1 • Tᵀ + (p.2.2 * T.trace) • (1 : M3) := by
  obtain ⟨p, q, hX⟩ := image_xx hL
  obtain ⟨a, b, hY⟩ := image_xy hL
  -- an oblique turn about z links the diagonal and off-diagonal coefficients
  have hp : p = a + b := by
    have ht := (axis_turns (c := 3 / 5) (s := 4 / 5) (by norm_num)).2
    have hq := (axis_turns (c := 0) (s := 1) (by norm_num)).2
    have e : rotZ (3 / 5) (4 / 5) * dyad 0 0 * (rotZ (3 / 5) (4 / 5))ᵀ
        = (9 / 25 : ℝ) • dyad 0 0
          + (12 / 25 : ℝ) • (dyad 0 1 - rotZ 0 1 * dyad 0 1 * (rotZ 0 1)ᵀ)
          + (16 / 25 : ℝ) • (rotZ 0 1 * dyad 0 0 * (rotZ 0 1)ᵀ) := by
      ext k l
      simp only [Matrix.add_apply, Matrix.sub_apply, Matrix.smul_apply, conj_dyad]
      fin_cases k <;> fin_cases l <;> norm_num [rotZ, dyad]
    have h := hL _ ht (dyad 0 0)
    rw [e] at h
    simp only [map_add, map_sub, map_smul, hL _ hq, hX, hY] at h
    have h' := congrFun (congrFun h 0) 1
    simp only [Matrix.add_apply, Matrix.sub_apply, Matrix.smul_apply, Matrix.mul_apply,
      Fin.sum_univ_three, Matrix.transpose_apply, smul_eq_mul] at h'
    simp [rotZ, dyad] at h'
    linarith
  -- the difference from the candidate map is isotropic and kills both dyads
  have hM : IsIsotropic (L - isotropicMap a b q) := by
    intro R hR T
    rw [LinearMap.sub_apply, LinearMap.sub_apply, hL R hR,
      isotropicMap_isIsotropic a b q R hR, Matrix.mul_sub, Matrix.sub_mul]
  have h0 : L - isotropicMap a b q = 0 := by
    apply eq_zero_of_dyads hM
    · rw [LinearMap.sub_apply, hX, hp]
      ext k l
      fin_cases k <;> fin_cases l <;>
        simp [isotropicMap, dyad, Matrix.trace_fin_three]
    · rw [LinearMap.sub_apply, hY]
      ext k l
      fin_cases k <;> fin_cases l <;>
        simp [isotropicMap, dyad, Matrix.trace_fin_three]
  refine ⟨(a, b, q), fun T => ?_, ?_⟩
  · rw [sub_eq_zero.mp h0]
    rfl
  · rintro ⟨a', b', c'⟩ h
    -- three matrix entries read off the three coefficients
    have h1 := congrFun (congrFun (hY.symm.trans (h (dyad 0 1))) 0) 1
    have h2 := congrFun (congrFun (hY.symm.trans (h (dyad 0 1))) 1) 0
    have h3 := congrFun (congrFun (hX.symm.trans (h (dyad 0 0))) 1) 1
    simp [dyad, Matrix.trace_fin_three] at h1 h2 h3
    rw [h1, h2, h3]
```

Q: What does this give a spectroscopist?

A: A linear, direction-independent operation on a real computed shielding tensor can only multiply its isotropic, antisymmetric and traceless symmetric parts by one constant each, possibly zero or negative. The factors are $k_0=a+b+3c$, $k_1=a-b$ and $k_2=a+b$.

```lean
/-- An isotropic linear map on real 3×3 tensors multiplies the isotropic, antisymmetric
and traceless symmetric parts of a tensor by one constant each. -/
theorem isotropic_acts_by_three_constants {L : M3 →ₗ[ℝ] M3} (hL : IsIsotropic L) :
    ∃ k₀ k₁ k₂ : ℝ, ∀ T : M3,
      L T = k₀ • ((T.trace / 3) • (1 : M3)) + k₁ • ((1 / 2 : ℝ) • (T - Tᵀ))
        + k₂ • ((1 / 2 : ℝ) • (T + Tᵀ) - (T.trace / 3) • (1 : M3)) := by
  obtain ⟨⟨a, b, c⟩, h, -⟩ := isotropic_classification hL
  refine ⟨a + b + 3 * c, a - b, a + b, fun T => ?_⟩
  rw [h T]
  module
```

Q: What fails if a hypothesis goes?

A: Without linearity, $T\mapsto T^2$ still respects rotations but is not of this form. In two dimensions even a linear map can escape: take $T\mapsto JT$, with $J$ the quarter turn. Plane rotations commute with $J$, so the map is isotropic. At $T=1$ it gives $J$, whereas the three-term form gives a multiple of $1$.

```lean
/-- In the plane the three-term form fails: left multiplication by the quarter turn is
isotropic on real 2×2 tensors, but is not of the form `a T + b Tᵀ + c tr(T) 1`. -/
theorem planar_counterexample :
    IsIsotropic (LinearMap.mulLeft ℝ (!![0, -1; 1, 0] : Matrix (Fin 2) (Fin 2) ℝ)) ∧
    ¬ ∃ a b c : ℝ, ∀ T : Matrix (Fin 2) (Fin 2) ℝ,
      !![0, -1; 1, 0] * T = a • T + b • Tᵀ + (c * T.trace) • 1 := by
  constructor
  · intro R hR T
    have h1 : R 0 0 * R 0 0 + R 0 1 * R 0 1 = 1 := by
      simpa [Matrix.mul_apply, Fin.sum_univ_two] using congrFun (congrFun hR.1 0) 0
    have h2 : R 0 0 * R 1 0 + R 0 1 * R 1 1 = 0 := by
      simpa [Matrix.mul_apply, Fin.sum_univ_two] using congrFun (congrFun hR.1 0) 1
    have h3 := hR.2
    rw [Matrix.det_fin_two] at h3
    have e1 : R 0 0 - R 1 1 = 0 := by
      linear_combination -R 0 0 * h3 + R 1 1 * h1 - R 0 1 * h2
    have e2 : R 1 0 + R 0 1 = 0 := by
      linear_combination -R 1 0 * h1 - R 0 1 * h3 + R 0 0 * h2
    -- plane rotations commute with the quarter turn
    have comm : !![0, -1; 1, 0] * R = R * !![0, -1; 1, 0] := by
      ext i j
      simp only [Matrix.mul_apply, Fin.sum_univ_two]
      fin_cases i <;> fin_cases j <;> simp <;> linarith
    simp only [LinearMap.mulLeft_apply, ← mul_assoc, comm]
  · rintro ⟨a, b, c, h⟩
    have h' := congrFun (congrFun (h 1) 1) 0
    simp at h'

end

end IsotropicTensorMaps
```

```lean
#print axioms IsotropicTensorMaps.isotropic_classification
-- 'IsotropicTensorMaps.isotropic_classification' depends on axioms: [propext, Classical.choice, Quot.sound]
#print axioms IsotropicTensorMaps.isotropic_acts_by_three_constants
-- 'IsotropicTensorMaps.isotropic_acts_by_three_constants' depends on axioms: [propext, Classical.choice, Quot.sound]
#print axioms IsotropicTensorMaps.planar_counterexample
-- 'IsotropicTensorMaps.planar_counterexample' depends on axioms: [propext, Classical.choice, Quot.sound]
```
